# With N-photon rates estimated as $A^N T^{N-1} F^N$, the total rate is finite exactly below the flux $1/(AT)$

An atom in a light beam presents an effective area $A$ to the photons. If the photon flux is $F$, counted per unit area and unit time, the atom absorbs single photons at the rate $W_1 = AF$. To absorb two photons in one transition, it needs the second to arrive while the first is still being held in a short-lived intermediate state. Let $T$ be the time for which that state lasts. On average $AFT$ photons cross the area $A$ during $T$, so the two-photon rate is estimated as

$$W_2 = AF \cdot AFT = A^2 T F^2 .$$

If $AFT$ is small, two-photon absorption is a small addition to one-photon absorption. If $AFT = 1$, the two are equally fast. Each further photon brings the same factor again, which gives $W_N = A^N T^{N-1} F^N$. The question is for which fluxes the rates of all orders add up to a finite total. For positive $A$, $T$ and $F$, and with this estimate for every order, the answer is $F < 1/(AT)$, and the total is then $AF/(1-AFT)$.

## Cross section, rate and breakdown flux

```lean
import Mathlib

open Finset

namespace MultiphotonBreakdown

noncomputable section
```

Areas, times and fluxes are represented by plain real numbers, written `ℝ`. Units are not tracked, so the numbers must be read in one consistent system, for example centimetres and seconds. Photon numbers are natural numbers, written `ℕ`.

```lean
/-- The estimated `N`-photon cross section `A^N T^(N-1)`, for `N ≥ 1`, built from an
area `A` and a time `T`. -/
def crossSection (A T : ℝ) (N : ℕ) : ℝ := A ^ N * T ^ (N - 1)
```

A `def` introduces a quantity by a formula. This one is the estimated $N$-photon cross section

$$\sigma_N = A^N T^{N-1},$$

which has the usual dimensions of a generalised cross section, area$^N$ times time$^{N-1}$. For $N=1$ it is the area $A$ itself, and for $N=2$ it is $A^2T$. Two letters may mislead: $A$ is neither an Einstein coefficient nor a vector potential, and $T$ is neither a temperature nor an optical period.

The two constants are postulated. The area $A$ stands for the strength of a single absorption step, and $T$ stands for the lifetime of a virtual intermediate state, roughly the inverse of its detuning in angular frequency.

```lean
/-- The `N`-photon transition rate, for `N ≥ 1`: the estimated cross section times the
`N`-th power of the photon flux `F`. -/
def rate (A T F : ℝ) (N : ℕ) : ℝ := crossSection A T N * F ^ N
```

The rate is $W_N = \sigma_N F^N$, the transition rate per atom for absorbing $N$ photons at once. The step from this model to a real atom is the assumption that one $A$ and one $T$ serve for every order. Actual cross sections for two or more photons contain sums over intermediate states, with selection rules and resonances, and an order contributes only if there is a final state at the right energy. Their ratios therefore vary from order to order.

```lean
/-- The perturbative breakdown flux `1/(AT)`, for nonzero area `A` and time `T`. -/
def breakdownFlux (A T : ℝ) : ℝ := 1 / (A * T)
```

The breakdown flux is

$$F_{\mathrm b} = \frac{1}{AT},$$

one photon per area $A$ per time $T$. Here it is only a name for this expression. The theorems below show what happens to the rates at that flux.

## One factor of $AFT$ per photon

```lean
/-- The rate of order `n + 1` is the one-photon rate `AF` times the `n`-th power of `AFT`. -/
theorem rate_succ (A T F : ℝ) (n : ℕ) :
    rate A T F (n + 1) = A * F * (A * F * T) ^ n := by
  unfold rate crossSection
  rw [Nat.add_sub_cancel]
  ring
```

A `theorem` has a statement, which stands between the colon and `:=`, and a proof, which follows. This statement says that for all real $A$, $T$, $F$ and every $n = 0, 1, 2, \dots$

$$W_{n+1} = AF\,(AFT)^n .$$

The order is written as $n+1$ because natural numbers start at zero while photon orders start at one. The derivation collects powers:

$$W_{n+1} = A^{n+1}\,T^{n}\,F^{n+1} = (AF)\,(A^n F^n T^n) = AF\,(AFT)^n .$$

In the proof, `unfold` inserts the two definitions, `Nat.add_sub_cancel` simplifies the exponent $(n+1)-1$ to $n$, and `ring` does the rearrangement of powers.

```lean
/-- For positive area and time, the flux lies below the breakdown flux exactly when `AFT`
is less than one. -/
theorem below_breakdown_iff {A T : ℝ} (hA : 0 < A) (hT : 0 < T) (F : ℝ) :
    F < breakdownFlux A T ↔ A * F * T < 1 := by
  unfold breakdownFlux
  rw [lt_div_iff₀ (mul_pos hA hT)]
  have h : F * (A * T) = A * F * T := by ring
  rw [h]
```

Curly braces list quantities that Lean can infer from the context. Round brackets such as `(hA : 0 < A)` state a hypothesis and give it a name. The symbol `↔` means "if and only if". The theorem says that for $A, T > 0$

$$F < F_{\mathrm b} \quad\Longleftrightarrow\quad AFT < 1 .$$

To see this, multiply $F < 1/(AT)$ by the positive number $AT$, which preserves the inequality in both directions. This is the step `lt_div_iff₀`, and `mul_pos hA hT` supplies the positivity of $AT$. The line `h` reorders the product.

```lean
/-- For positive area, time and flux, absorbing one more photon is slower than absorbing
`N ≥ 1` photons exactly when the flux lies below the breakdown flux. -/
theorem next_order_slower_iff {A T F : ℝ} (hA : 0 < A) (hT : 0 < T) (hF : 0 < F)
    {N : ℕ} (hN : 1 ≤ N) :
    rate A T F (N + 1) < rate A T F N ↔ F < breakdownFlux A T := by
  obtain ⟨n, rfl⟩ := Nat.exists_eq_add_of_le' hN
  have hpos : 0 < rate A T F (n + 1) := by
    rw [rate_succ]
    positivity
  -- one more photon multiplies the rate by `AFT`
  have hstep : rate A T F (n + 1 + 1) = A * F * T * rate A T F (n + 1) := by
    simp only [rate_succ]
    ring
  rw [hstep, below_breakdown_iff hA hT, mul_lt_iff_lt_one_left hpos]
```

For positive $A$, $T$, $F$ and any $N \ge 1$, the theorem states

$$W_{N+1} < W_N \quad\Longleftrightarrow\quad F < F_{\mathrm b} .$$

Consecutive rates are related by

$$W_{N+1} = AFT\; W_N .$$

Since $W_N > 0$, dividing by it shows that $W_{N+1} < W_N$ is the same as $AFT < 1$, and by the previous theorem this is the same as $F < F_{\mathrm b}$.

The Lean proof first writes $N$ as $n+1$, which is possible because $N \ge 1$. Then `hpos` records that the rate is positive, `hstep` is the relation between consecutive rates, and the last line carries out the division and the translation to the breakdown flux. The criterion is the same for every $N$: if $F < F_{\mathrm b}$, the rate decreases at every step from $N$ to $N+1$, and if $F \ge F_{\mathrm b}$, it decreases at none.

## Convergence and the total rate

```lean
/-- For positive area, time and flux, the sum of the `N`-photon rates over `N ≥ 1` converges
if and only if the flux is below `1/(AT)`, and it then equals `AF/(1 - AFT)`. -/
theorem total_rate {A T F : ℝ} (hA : 0 < A) (hT : 0 < T) (hF : 0 < F) :
    (Summable (fun n : ℕ => rate A T F (n + 1)) ↔ F < breakdownFlux A T) ∧
    (F < breakdownFlux A T →
      HasSum (fun n : ℕ => rate A T F (n + 1)) (A * F / (1 - A * F * T))) := by
  have hr : 0 < A * F * T := by positivity
  have hAF : A * F ≠ 0 := (mul_pos hA hF).ne'
  simp only [rate_succ]
  constructor
  · -- a geometric series converges only for a ratio below one
    rw [summable_mul_left_iff hAF, summable_geometric_iff_norm_lt_one,
      Real.norm_of_nonneg hr.le, below_breakdown_iff hA hT]
  · intro h
    rw [div_eq_mul_inv]
    exact (hasSum_geometric_of_lt_one hr.le ((below_breakdown_iff hA hT F).1 h)).mul_left _
```

The expression `fun n : ℕ => rate A T F (n + 1)` is the sequence $W_1, W_2, W_3, \dots$. `Summable` says that its sum converges, and `HasSum` says that it converges to the value given. The symbol `∧` joins two claims, both for positive $A$, $T$ and $F$:

1. $\sum_{N\ge1} W_N$ converges if and only if $F < F_{\mathrm b}$.
2. If $F < F_{\mathrm b}$, then $\displaystyle\sum_{N\ge1} W_N = \frac{AF}{1-AFT}$.

For the derivation, set $r = AFT > 0$. The rates are $AF\,r^n$ with $n \ge 0$, so the first $M$ of them, for $r \ne 1$, add up to

$$AF\,(1 + r + \dots + r^{M-1}) = AF\,\frac{1-r^M}{1-r} .$$

If $r < 1$, then $r^M \to 0$ and the sum tends to $AF/(1-r)$. If $r \ge 1$, the terms $AF\,r^n$ never fall below $AF > 0$, so they do not tend to zero and the sum diverges. The condition $r < 1$ is $F < F_{\mathrm b}$.

In Lean, `simp only [rate_succ]` puts the rates into the form $AF\,r^n$, and `constructor` separates the two claims. For the first, `summable_mul_left_iff` removes the nonzero factor $AF$. Mathlib's criterion for geometric series then asks for $|r| < 1$. Because $r$ is positive, the absolute value disappears, and `below_breakdown_iff` turns the condition into one on the flux. For the second claim, `hasSum_geometric_of_lt_one` gives $\sum r^n = 1/(1-r)$, and `mul_left` multiplies by $AF$.

For simulations of atoms in strong laser fields, this gives a rough estimate of the flux at which keeping only a few photon orders stops being justified, within a model where all orders share one area and one time.

## At the breakdown flux and above it

```lean
/-- For nonzero area and time, all orders `N ≥ 1` have the same rate `1/T` at the
breakdown flux. -/
theorem rate_at_breakdown {A T : ℝ} (hA : A ≠ 0) (hT : T ≠ 0) {N : ℕ} (hN : 1 ≤ N) :
    rate A T (breakdownFlux A T) N = 1 / T := by
  obtain ⟨n, rfl⟩ := Nat.exists_eq_add_of_le' hN
  have h1 : A * breakdownFlux A T = 1 / T := by
    unfold breakdownFlux
    field_simp
  rw [rate_succ, h1, one_div_mul_cancel hT, one_pow, mul_one]
```

At $F = F_{\mathrm b}$ every order $N \ge 1$ has the same rate,

$$W_N = \frac1T .$$

Here $A F_{\mathrm b} = 1/T$, hence $A F_{\mathrm b} T = 1$, and

$$W_{n+1} = \frac1T \cdot 1^n = \frac1T .$$

It is enough that $A$ and $T$ are nonzero. In the proof, `h1` is the equation $AF_{\mathrm b} = 1/T$, and the final line inserts it into the formula for $W_{n+1}$. Physically, one photon arrives on average per intermediate-state lifetime, so waiting for another photon no longer makes the process rarer.

```lean
/-- For positive area, time and flux, with the flux at or above breakdown, the first `M`
orders together contribute at least `M` times the one-photon rate `AF`. -/
theorem partial_sum_above_breakdown {A T F : ℝ} (hA : 0 < A) (hT : 0 < T) (hF : 0 < F)
    (h : breakdownFlux A T ≤ F) (M : ℕ) :
    M * (A * F) ≤ ∑ n ∈ range M, rate A T F (n + 1) := by
  have hr : 1 ≤ A * F * T :=
    not_lt.1 fun hlt => not_lt_of_ge h ((below_breakdown_iff hA hT F).2 hlt)
  -- every order is at least as fast as one-photon absorption
  have hterm : ∀ n ∈ range M, A * F ≤ rate A T F (n + 1) := by
    intro n _
    rw [rate_succ]
    exact le_mul_of_one_le_right (mul_pos hA hF).le (one_le_pow₀ hr)
  calc (M : ℝ) * (A * F) = ∑ _n ∈ range M, A * F := by
        rw [sum_const, card_range, nsmul_eq_mul]
    _ ≤ ∑ n ∈ range M, rate A T F (n + 1) := sum_le_sum hterm
```

The set `range M` contains $0, 1, \dots, M-1$, so the sum runs over the orders $1$ to $M$. For positive $A$, $T$, $F$ with $F \ge F_{\mathrm b}$, the theorem states

$$M \cdot AF \;\le\; \sum_{N=1}^{M} W_N .$$

At or above breakdown $r = AFT \ge 1$, so $r^n \ge 1$ and each rate satisfies $W_{n+1} = AF\,r^n \ge AF$. Adding $M$ such inequalities gives the result. For $M=0$ both sides are zero.

The step `hr` obtains $r \ge 1$ by contradiction: if $r$ were less than one, the flux would be below breakdown. Then `hterm` is the bound on a single order, and the `calc` block writes $M \cdot AF$ as a sum of $M$ equal terms and compares the two sums term by term. The divergence is thus at least linear in the number of orders included.

## What a truncated sum leaves out

```lean
/-- For positive area, time and flux, with the flux below breakdown, the orders beyond `M`
sum to the first omitted rate divided by `1 - AFT`. -/
theorem truncation_error {A T F : ℝ} (hA : 0 < A) (hT : 0 < T) (hF : 0 < F)
    (h : F < breakdownFlux A T) (M : ℕ) :
    HasSum (fun n : ℕ => rate A T F (M + n + 1))
      (rate A T F (M + 1) / (1 - A * F * T)) := by
  have hr : 0 < A * F * T := by positivity
  have hfun : (fun n : ℕ => rate A T F (M + n + 1)) =
      fun n : ℕ => rate A T F (M + 1) * (A * F * T) ^ n := by
    funext n
    rw [rate_succ, rate_succ, pow_add]
    ring
  rw [hfun, div_eq_mul_inv]
  exact (hasSum_geometric_of_lt_one hr.le ((below_breakdown_iff hA hT F).1 h)).mul_left _
```

Now the flux is below breakdown and the sum is cut off after order $M$. The omitted orders are $M+1, M+2, \dots$, written as $M+n+1$ with $n \ge 0$. Their sum is

$$\sum_{N>M} W_N = \frac{W_{M+1}}{1-AFT} .$$

This follows by taking the first omitted rate out of each term:

$$W_{M+n+1} = AF\,r^{M+n} = W_{M+1}\,r^n ,$$

and then summing $r^n$ to $1/(1-r)$. The step `hfun` is this factorisation, with `pow_add` splitting $r^{M+n}$ into $r^M r^n$, and the last line sums the geometric series. For $M = 0$ nothing has been kept and the formula returns the total rate.

Numbers show how this enters a calculation. Take the illustrative values $A = 10^{-17}\ \mathrm{cm^2}$ and $T = 10^{-15}\ \mathrm{s}$. The two-photon cross section is then $A^2T = 10^{-49}\ \mathrm{cm^4\,s}$, and the breakdown flux is $10^{32}\ \mathrm{cm^{-2}\,s^{-1}}$. For photons of $1.5\ \mathrm{eV}$ this corresponds to an intensity of about $2.4 \times 10^{13}\ \mathrm{W/cm^2}$.

At a tenth of that flux, $AFT = 0.1$, and the first rates are

$$W_1 = 10^{14}\ \mathrm{s^{-1}}, \qquad W_2 = 10^{13}\ \mathrm{s^{-1}}, \qquad W_3 = 10^{12}\ \mathrm{s^{-1}} .$$

A rate equation for the ground-state population that keeps one- and two-photon absorption uses the loss rate $W_1 + W_2 = 1.1 \times 10^{14}\ \mathrm{s^{-1}}$. The omitted orders add $W_3/0.9 \approx 1.1 \times 10^{12}\ \mathrm{s^{-1}}$, which is one per cent of the total.

## Counting photons instead of transitions

```lean
/-- For positive area, time and flux, with the flux below breakdown, the rates weighted by
the number of photons absorbed sum to `AF/(1 - AFT)^2`. -/
theorem photon_absorption_rate {A T F : ℝ} (hA : 0 < A) (hT : 0 < T) (hF : 0 < F)
    (h : F < breakdownFlux A T) :
    HasSum (fun n : ℕ => ((n : ℝ) + 1) * rate A T F (n + 1))
      (A * F / (1 - A * F * T) ^ 2) := by
  have hr : 0 < A * F * T := by positivity
  have hlt := (below_breakdown_iff hA hT F).1 h
  have hnorm : ‖A * F * T‖ < 1 := by rwa [Real.norm_of_nonneg hr.le]
  have hne : 1 - A * F * T ≠ 0 := (sub_pos.2 hlt).ne'
  -- split the weight `n + 1` into `n` and `1`
  have hsum := ((hasSum_coe_mul_geometric_of_norm_lt_one hnorm).add
    (hasSum_geometric_of_lt_one hr.le hlt)).mul_left (A * F)
  have hfun : (fun n : ℕ => ((n : ℝ) + 1) * rate A T F (n + 1)) =
      fun n : ℕ => A * F * ((n : ℝ) * (A * F * T) ^ n + (A * F * T) ^ n) := by
    funext n
    rw [rate_succ]
    ring
  have hval : A * F / (1 - A * F * T) ^ 2 =
      A * F * (A * F * T / (1 - A * F * T) ^ 2 + (1 - A * F * T)⁻¹) := by
    generalize A * F * T = r at hne ⊢
    have hinv : (1 - r)⁻¹ = (1 - r) / (1 - r) ^ 2 := by
      rw [eq_div_iff (pow_ne_zero 2 hne), pow_two, ← mul_assoc, inv_mul_cancel₀ hne, one_mul]
    rw [hinv]
    ring
  rw [hfun, hval]
  exact hsum

end

end MultiphotonBreakdown
```

The total rate counts transitions. The beam, however, loses $N$ photons in each $N$-photon transition, so the rate at which it loses photons, per atom in the initial state, is the sum of $N W_N$. For positive $A$, $T$, $F$ with $F < F_{\mathrm b}$, the theorem gives

$$\sum_{N\ge1} N\,W_N = \frac{AF}{(1-AFT)^2} .$$

The weight appears as `(n : ℝ) + 1`, the photon number $N = n+1$ converted to a real number.

For the derivation, split the weight into $n$ and $1$:

$$\sum_{n\ge0}(n+1)\,r^n = \sum_{n\ge0} n\,r^n + \sum_{n\ge0} r^n .$$

Call the first sum on the right $D$; it converges for $0 < r < 1$. Subtracting $rD$ from $D$ leaves each power $r^n$ with $n \ge 1$ exactly once, so $(1-r)D = r/(1-r)$ and $D = r/(1-r)^2$. Therefore

$$\sum_{n\ge0}(n+1)\,r^n = \frac{r}{(1-r)^2} + \frac{1}{1-r} = \frac{r + (1-r)}{(1-r)^2} = \frac{1}{(1-r)^2} ,$$

and multiplication by $AF$ gives the result.

In the proof, `hsum` adds the two series, both taken from Mathlib, and multiplies by $AF$. The split of the weight is `hfun`, and the addition of the two fractions is `hval`, where `generalize` introduces the abbreviation $r$. With the numbers used above, an atom in its ground state has a total transition rate of about $1.11 \times 10^{14}\ \mathrm{s^{-1}}$ and removes photons from the beam at an average rate of about $1.23 \times 10^{14}\ \mathrm{s^{-1}}$. Both rates apply only while the atom is still in the ground state, which at this flux is about $9 \times 10^{-15}\ \mathrm{s}$ on average.

```lean
#print axioms MultiphotonBreakdown.next_order_slower_iff
#print axioms MultiphotonBreakdown.partial_sum_above_breakdown
#print axioms MultiphotonBreakdown.truncation_error
#print axioms MultiphotonBreakdown.photon_absorption_rate
```

```
'MultiphotonBreakdown.next_order_slower_iff' depends on axioms: [propext, Classical.choice, Quot.sound]
'MultiphotonBreakdown.partial_sum_above_breakdown' depends on axioms: [propext, Classical.choice, Quot.sound]
'MultiphotonBreakdown.truncation_error' depends on axioms: [propext, Classical.choice, Quot.sound]
'MultiphotonBreakdown.photon_absorption_rate' depends on axioms: [propext, Classical.choice, Quot.sound]
```
